# Two finite families of vectors in $\mathbb{R}^d$ with equal Gram matrices are related by one orthogonal map

When an interatomic potential is fitted, the vectors $x_i$ from a central atom to its neighbours can be replaced by their inner products $\langle x_i, x_j\rangle$ before the regression model sees them. The energy then cannot depend on how the environment is oriented. The question is whether the replacement also merges environments that are not related by a rotation or a reflection. For a finite list of labelled neighbours it does not: if two lists have the same inner products, one orthogonal map, a rotation possibly combined with a reflection, carries each vector of the first to the corresponding vector of the second.

## Configurations and their descriptors

A configuration is a family of vectors $x_i$ in a real inner product space $E$, with $i$ running over an index set $\iota$. In Lean it is a function `x : ι → E`. The case $\mathbb{R}^d$ is `EuclideanSpace ℝ (Fin d)`. The type `α` will hold the values of a descriptor, such as an energy or a list of features.

```lean
import Mathlib

open Finset

namespace GramCompleteInvariant

noncomputable section

variable {ι E α : Type*} [NormedAddCommGroup E] [InnerProductSpace ℝ E]
```

The Gram matrix collects all mutual inner products,
$$G_{ij} = \langle x_i, x_j\rangle ,$$
with squared lengths on the diagonal.

```lean
/-- The Gram matrix of a configuration of vectors: all mutual inner products. -/
def gramMatrix (x : ι → E) : Matrix ι ι ℝ :=
  Matrix.of fun i j => inner ℝ (x i) (x j)
```

An orthogonal map $R$ is a linear bijection of $E$ that preserves lengths, written `E ≃ₗᵢ[ℝ] E`. A descriptor $f$ is invariant if
$$f(Rx_1, Rx_2, \dots) = f(x_1, x_2, \dots)$$
for every such $R$ and every configuration.

```lean
/-- A descriptor is invariant if an orthogonal map applied to all vectors leaves it unchanged. -/
def IsInvariant (f : (ι → E) → α) : Prop :=
  ∀ (R : E ≃ₗᵢ[ℝ] E) (x : ι → E), f (fun i => R (x i)) = f x
```

A vector-valued descriptor $F$, such as a force or a dipole moment, should turn with the configuration:
$$F(Rx_1, Rx_2, \dots) = R\,F(x_1, x_2, \dots).$$

```lean
/-- A vector-valued descriptor is equivariant if it is carried along by every orthogonal map
applied to the configuration. -/
def IsEquivariant (F : (ι → E) → E) : Prop :=
  ∀ (R : E ≃ₗᵢ[ℝ] E) (x : ι → E), F (fun i => R (x i)) = R (F x)
```

Both definitions include reflections. A descriptor that distinguishes a chiral molecule from its mirror image is therefore not invariant in this sense, and the cross product $x_1 \times x_2$ is not equivariant, because it picks up an extra sign under reflection. The labels are also fixed: symmetry under exchange of identical atoms is not part of the model.

## What an orthogonal map preserves, and when it is unique

One direction is immediate. Orthogonal maps preserve inner products, $\langle Rx_i, Rx_j\rangle = \langle x_i, x_j\rangle$, so the Gram matrix does not change.

```lean
/-- An orthogonal map applied to all vectors does not change the Gram matrix. -/
theorem gramMatrix_map (R : E ≃ₗᵢ[ℝ] E) (x : ι → E) :
    gramMatrix (fun i => R (x i)) = gramMatrix x := by
  ext i j
  exact R.inner_map_map (x i) (x j)
```

Suppose next that two orthogonal maps satisfy $Rx_i = Sx_i$ for all $i$, and that the $x_i$ span $E$. Every $v$ is then a finite combination $\sum_i a_i x_i$, and linearity gives
$$Rv = \sum_i a_i Rx_i = \sum_i a_i Sx_i = Sv .$$

```lean
/-- Two orthogonal maps that agree on a configuration spanning the space are equal. -/
theorem orthogonal_map_unique (x : ι → E) (hx : Submodule.span ℝ (Set.range x) = ⊤)
    (R S : E ≃ₗᵢ[ℝ] E) (h : ∀ i, R (x i) = S (x i)) : R = S := by
  have key : R.toLinearEquiv.toLinearMap = S.toLinearEquiv.toLinearMap := by
    apply LinearMap.ext_on hx
    rintro _ ⟨i, rfl⟩
    exact h i
  exact LinearIsometryEquiv.ext fun v => LinearMap.congr_fun key v
```

The spanning hypothesis is `hx`, and `LinearMap.ext_on` is the linearity argument. In three dimensions, an environment whose neighbours all lie in one plane with the central atom does not satisfy `hx`; reflecting in that plane first and then applying $R$ moves the neighbours exactly as $R$ does.

## From equal Gram matrices to an orthogonal map

From here on $\iota$ is finite. A list of coefficients $c$ defines the superposition
$$X(c) = \sum_i c_i x_i ,$$
which is linear in $c$. Its range is the span of the configuration.

```lean
variable [Fintype ι]

/-- The linear map sending coefficients `c` to the superposition `∑ c i • x i`. -/
def superpose (x : ι → E) : (ι → ℝ) →ₗ[ℝ] E where
  toFun c := ∑ i, c i • x i
  map_add' a b := by simp [add_smul, Finset.sum_add_distrib]
  map_smul' m a := by simp [Finset.smul_sum, mul_smul]
```

Expanding the inner product of $X(c)$ with itself gives
$$\|X(c)\|^2 = \Big\langle \sum_i c_i x_i, \sum_j c_j x_j \Big\rangle = \sum_{i,j} c_i c_j\, G_{ij} .$$
The length of every superposition is thus fixed by the Gram matrix.

```lean
/-- The squared length of a superposition is a quadratic form given by the Gram matrix. -/
theorem norm_sq_superpose (x : ι → E) (c : ι → ℝ) :
    ‖superpose x c‖ ^ 2 = ∑ i, ∑ j, c i * (c j * gramMatrix x i j) := by
  rw [← real_inner_self_eq_norm_sq]
  change inner ℝ (∑ i, c i • x i) (∑ j, c j • x j) = _
  rw [sum_inner]
  refine Finset.sum_congr rfl fun i _ => ?_
  rw [inner_sum]
  refine Finset.sum_congr rfl fun j _ => ?_
  simp only [gramMatrix, Matrix.of_apply, real_inner_smul_left, real_inner_smul_right]
  ring
```

The two rewrites `sum_inner` and `inner_sum` expand the first and second argument, and the last two lines pull out the coefficients.

Now let $x$ and $y$ have the same Gram matrix, and write $Y(c) = \sum_i c_i y_i$. By the previous step, $\|Y(c)\| = \|X(c)\|$ for every $c$. We want to define a map $L$ on the span of $x$ by
$$L\Big(\sum_i c_i x_i\Big) = \sum_i c_i y_i .$$
The $x_i$ may be linearly dependent, so one vector can have two coefficient lists $c$ and $c'$. This does no harm, because
$$\|Y(c) - Y(c')\| = \|Y(c-c')\| = \|X(c-c')\| = 0 .$$
So $L$ is well defined and linear, it preserves lengths, and it sends $x_i$ to $y_i$.

It remains to extend $L$ to all of $E$, which is taken to be finite-dimensional. The span of $x$ and its image under $L$ have equal dimension, and hence so do their orthogonal complements. Sending an orthonormal basis of the first complement to one of the second completes $L$ to a length-preserving linear map $R$ of $E$ into itself. Such a map is injective, and in finite dimension it is therefore a bijection.

```lean
variable [FiniteDimensional ℝ E]

/-- Two configurations have the same Gram matrix exactly when a single orthogonal map
carries each vector of the first to the corresponding vector of the second. -/
theorem gramMatrix_eq_iff (x y : ι → E) :
    gramMatrix x = gramMatrix y ↔ ∃ R : E ≃ₗᵢ[ℝ] E, ∀ i, y i = R (x i) := by
  classical
  constructor
  · intro h
    -- equal Gram matrices give superpositions of equal length
    have hn : ∀ c, ‖superpose y c‖ = ‖superpose x c‖ := fun c =>
      (sq_eq_sq₀ (norm_nonneg _) (norm_nonneg _)).mp
        (by rw [norm_sq_superpose, norm_sq_superpose, h])
    have hs : ∀ (z : ι → E) (i : ι), superpose z (Pi.single i 1) = z i := by
      intro z i
      simp [superpose, Pi.single_apply]
    -- choose coefficients linearly for each vector in the span of `x`
    obtain ⟨g, hg⟩ := (superpose x).rangeRestrict.exists_rightInverse_of_surjective
      (LinearMap.range_rangeRestrict _)
    have hg' : ∀ v : LinearMap.range (superpose x), superpose x (g v) = (v : E) :=
      fun v => congrArg Subtype.val (LinearMap.congr_fun hg v)
    let L : LinearMap.range (superpose x) →ₗᵢ[ℝ] E :=
      ⟨(superpose y).comp g, fun v => (hn (g v)).trans (congrArg norm (hg' v))⟩
    -- the resulting isometry sends `x i` to `y i`, whatever coefficients were chosen
    have hL : ∀ (i : ι) (v : LinearMap.range (superpose x)), (v : E) = x i → L v = y i := by
      intro i v hv
      have h0 : superpose y (g v - Pi.single i 1) = 0 := by
        rw [← norm_eq_zero, hn, map_sub, hg', hv, hs, sub_self, norm_zero]
      rw [map_sub, hs, sub_eq_zero] at h0
      exact h0
    -- extend it from the span to the whole space
    refine ⟨L.extend.toLinearIsometryEquiv rfl, fun i => ?_⟩
    have hi : x i ∈ LinearMap.range (superpose x) := ⟨Pi.single i 1, hs x i⟩
    exact (hL i ⟨x i, hi⟩ rfl).symm.trans (L.extend_apply ⟨x i, hi⟩).symm
  · rintro ⟨R, hR⟩
    rw [show y = fun i => R (x i) from funext hR, gramMatrix_map]
```

The theorem `gramMatrix_eq_iff` says that `gramMatrix x = gramMatrix y` holds if and only if there is one `R` with `y i = R (x i)` for all `i`. Neither linear independence nor a minimum number of vectors is assumed.

In the proof, `hn` is the equality of lengths, and `hs` says that the coefficient list with a single 1 in place $i$ returns the $i$-th vector. Lean builds $L$ by a slightly different route from the derivation above. It first chooses, linearly, one coefficient list `g v` for each vector `v` in the span, and sets $L(v) = Y(g(v))$. The statement `hL` then carries the argument about $c$ and $c'$: the list chosen for $x_i$ and the list with a single 1 have the same superposition of $x$, so their superpositions of $y$ agree as well. The extension is `L.extend`, and `toLinearIsometryEquiv` turns it into a bijection.

## Invariant descriptors are functions of the Gram matrix

Let $f$ be invariant. If $x$ and $y$ have the same Gram matrix, then $y_i = Rx_i$ for some $R$, and so $f(y) = f(x)$. The value of $f$ therefore depends on $G$ alone, and $f(x) = g(G(x))$ for some function $g$. Conversely, any function of the Gram matrix is invariant, because the Gram matrix is.

```lean
/-- A descriptor is invariant under orthogonal maps exactly when it is a function of the
Gram matrix. -/
theorem isInvariant_iff (f : (ι → E) → α) :
    IsInvariant f ↔ ∃ g : Matrix ι ι ℝ → α, ∀ x, f x = g (gramMatrix x) := by
  constructor
  · intro hf
    have hfac : Function.FactorsThrough f (gramMatrix (ι := ι) (E := E)) := by
      intro x y hxy
      obtain ⟨R, hR⟩ := (gramMatrix_eq_iff x y).mp hxy
      rw [show y = fun i => R (x i) from funext hR, hf R x]
    exact ⟨Function.extend gramMatrix f (fun _ => f 0),
      fun x => (hfac.extend_apply _ x).symm⟩
  · rintro ⟨g, hg⟩ R x
    rw [hg (fun i => R (x i)), hg x, gramMatrix_map]
```

The statement `hfac` is the first half of this argument, and `Function.extend` defines `g`. A matrix that is not the Gram matrix of any configuration in $E$ is given the arbitrary value `f 0`. The theorem supplies some function `g` and says nothing about its smoothness, which matters when forces are computed by differentiating `g`.

## Equivariant vectors are combinations of the input vectors

An equivariant $F$ cannot point out of the span of its configuration. Let $S$ be the reflection that fixes this span and reverses its orthogonal complement. Since $Sx_i = x_i$ for all $i$, equivariance gives
$$F(x) = F(Sx_1, Sx_2, \dots) = S\,F(x) .$$
A vector fixed by $S$ has no component in the complement, so $F(x)$ lies in the span.

```lean
omit [Fintype ι] in
/-- The value of an equivariant vector descriptor lies in the span of the configuration. -/
theorem equivariant_mem_span (F : (ι → E) → E) (hF : IsEquivariant F) (x : ι → E) :
    F x ∈ Submodule.span ℝ (Set.range x) := by
  -- reflection in the span fixes the configuration, hence also the descriptor
  have hfix : (fun i => (Submodule.span ℝ (Set.range x)).reflection (x i)) = x := by
    funext i
    rw [Submodule.reflection_eq_self_iff]
    exact Submodule.subset_span ⟨i, rfl⟩
  have h := hF (Submodule.span ℝ (Set.range x)).reflection x
  rw [hfix] at h
  exact (Submodule.reflection_eq_self_iff _).mp h.symm
```

Hence $F(z) = \sum_i c_i z_i$ for any single configuration $z$, with some coefficients $c_i$. The same coefficients serve every $x$ with the same Gram matrix. For such an $x$ there is an $R$ with $x_i = Rz_i$, and
$$F(x) = R\,F(z) = \sum_i c_i\, Rz_i = \sum_i c_i x_i .$$
Choosing one list $c(G)$ for each Gram matrix $G$ gives
$$F(x) = \sum_i c_i(G(x))\, x_i .$$
Conversely, every expression of this form is equivariant: $R$ leaves the coefficients alone and passes through the sum.

```lean
/-- A vector descriptor is equivariant exactly when it is a superposition of the input vectors
with coefficients that depend only on the Gram matrix. -/
theorem isEquivariant_iff (F : (ι → E) → E) :
    IsEquivariant F ↔
      ∃ c : Matrix ι ι ℝ → ι → ℝ, ∀ x, F x = ∑ i, c (gramMatrix x) i • x i := by
  constructor
  · intro hF
    -- coefficients found for one configuration serve all those with the same Gram matrix
    have key : ∀ G : Matrix ι ι ℝ, ∃ c : ι → ℝ,
        ∀ x : ι → E, gramMatrix x = G → F x = ∑ i, c i • x i := by
      intro G
      by_cases h : ∃ z : ι → E, gramMatrix z = G
      · obtain ⟨z, hz⟩ := h
        obtain ⟨c, hc⟩ := (Submodule.mem_span_range_iff_exists_fun ℝ).mp
          (equivariant_mem_span F hF z)
        refine ⟨c, fun x hx => ?_⟩
        obtain ⟨R, hR⟩ := (gramMatrix_eq_iff z x).mp (hz.trans hx.symm)
        rw [show x = fun i => R (z i) from funext hR, hF R z, ← hc]
        simp only [map_sum, map_smul]
      · exact ⟨0, fun x hx => absurd ⟨x, hx⟩ h⟩
    choose c hc using key
    exact ⟨c, fun x => hc _ x rfl⟩
  · rintro ⟨c, hc⟩ R x
    rw [hc (fun i => R (x i)), hc x, gramMatrix_map]
    simp only [map_sum, map_smul]
```

The intermediate statement `key` provides coefficients for each matrix `G`, with zeros where no configuration has that Gram matrix, and `choose` collects them into the function `c`. When the $x_i$ are linearly dependent the coefficients are not unique, and the theorem does not claim that they can be chosen to vary continuously.

For a model of labelled neighbours with reflection symmetry, this means that a vector output assembled from the neighbour vectors with invariant weights can represent every equivariant function, provided the weights may be arbitrary functions of the Gram matrix.

## Interatomic distances fix a structure up to a rigid motion or its mirror image

Absolute positions $r_i$ and $s_i$ also carry an irrelevant origin. Suppose that all interatomic distances agree, $\|r_i - r_j\| = \|s_i - s_j\|$. Pick a reference atom $k$ and write $d_{ij} = \|r_i - r_j\|$. Expanding the square of $r_i - r_j = (r_i - r_k) - (r_j - r_k)$ gives
$$\langle r_i - r_k,\; r_j - r_k\rangle = \tfrac12\left(d_{ik}^2 + d_{jk}^2 - d_{ij}^2\right),$$
and the same formula holds for $s$ with the same distances. The vectors measured from atom $k$ therefore have equal Gram matrices, and there is an orthogonal $R$ with $s_i - s_k = R(r_i - r_k)$. Rearranged, this reads
$$s_i = Rr_i + t, \qquad t = s_k - Rr_k .$$
In the other direction, translations and orthogonal maps preserve distances.

```lean
/-- Two sets of atomic positions have the same interatomic distances exactly when an
orthogonal map followed by a translation carries one to the other. -/
theorem dist_eq_iff (r s : ι → E) :
    (∀ i j, dist (r i) (r j) = dist (s i) (s j)) ↔
      ∃ (R : E ≃ₗᵢ[ℝ] E) (t : E), ∀ i, s i = R (r i) + t := by
  constructor
  · intro h
    rcases isEmpty_or_nonempty ι with he | ⟨⟨k⟩⟩
    · exact ⟨LinearIsometryEquiv.refl ℝ E, 0, fun i => he.elim i⟩
    -- measured from atom `k`, the inner products follow from the distances
    have hG : gramMatrix (fun i => r i - r k) = gramMatrix (fun i => s i - s k) := by
      ext i j
      change inner ℝ (r i - r k) (r j - r k) = inner ℝ (s i - s k) (s j - s k)
      have h1 := norm_sub_sq_real (r i - r k) (r j - r k)
      have h2 := norm_sub_sq_real (s i - s k) (s j - s k)
      simp only [sub_sub_sub_cancel_right, ← dist_eq_norm] at h1 h2
      rw [h i j, h i k, h j k] at h1
      linarith
    obtain ⟨R, hR⟩ := (gramMatrix_eq_iff _ _).mp hG
    refine ⟨R, s k - R (r k), fun i => ?_⟩
    have h1 : s i - s k = R (r i - r k) := hR i
    rw [map_sub] at h1
    linear_combination (norm := module) h1
  · rintro ⟨R, t, hR⟩ i j
    rw [hR i, hR j, dist_add_right, R.dist_map]

end

end GramCompleteInvariant
```

The proof first deals with an empty set of atoms, where there is no reference atom and the identity map will do. The two uses of `norm_sub_sq_real` expand the squares for `r` and `s`, and `linarith` solves for the inner products. The hypothesis requires the distances between all labelled pairs; a list restricted to pairs within a cutoff may leave some of them out, and an unlabelled set of distances does not say which pair each distance belongs to.

```lean
#print axioms GramCompleteInvariant.gramMatrix_map
-- 'GramCompleteInvariant.gramMatrix_map' depends on axioms: [propext, Classical.choice, Quot.sound]
#print axioms GramCompleteInvariant.isInvariant_iff
-- 'GramCompleteInvariant.isInvariant_iff' depends on axioms: [propext, Classical.choice, Quot.sound]
#print axioms GramCompleteInvariant.isEquivariant_iff
-- 'GramCompleteInvariant.isEquivariant_iff' depends on axioms: [propext, Classical.choice, Quot.sound]
#print axioms GramCompleteInvariant.dist_eq_iff
-- 'GramCompleteInvariant.dist_eq_iff' depends on axioms: [propext, Classical.choice, Quot.sound]
```
